# For one particle with real hopping entries −t ≤ 0, √ρ has the least energy at fixed density ρ

Take one particle on two sites, labelled 0 and 1, with on-site energies $\varepsilon_0,\varepsilon_1$ and hopping entry $-t$, where $t\ge 0$. Fix the densities $\rho_0,\rho_1$. The state must then be $\psi=(\sqrt{\rho_0}\,e^{i\alpha},\sqrt{\rho_1}\,e^{i\beta})$, and its energy is

$$\varepsilon_0\rho_0+\varepsilon_1\rho_1-2t\sqrt{\rho_0\rho_1}\cos(\beta-\alpha).$$

Only the relative phase affects the energy, and equal phases give the lowest value. On a larger lattice every bond has the same preference, and the state with amplitudes $\sqrt{\rho_i}$ satisfies all of them at once. In lattice density functional theory this puts the Levy-Lieb functional in closed form for a single particle, hence without interaction, on finitely many sites with a real symmetric hopping matrix $T$ whose off-diagonal entries are nonpositive. On-site energies, if placed on the diagonal of $T$, only add the linear term $\sum_iT_{ii}\rho_i$.

## States, densities and energies

```lean
import Mathlib

open Matrix
open scoped ComplexOrder

namespace LatticeLevyLieb

noncomputable section

variable {n : Type*} [Fintype n]
```

The type `n` is the set of sites. `Fintype n` says that it is finite; it has no prescribed geometry, and the bonds are simply the nonzero off-diagonal entries of the matrix $T$. Opening `ComplexOrder` makes `≤` available for complex numbers: $z\le w$ means $\operatorname{Re}z\le\operatorname{Re}w$ and $\operatorname{Im}z=\operatorname{Im}w$.

```lean
/-- The expectation value `⟨ψ, T ψ⟩` of a real hopping matrix `T` in a complex one-particle
state `ψ`. -/
def expect (T : Matrix n n ℝ) (ψ : n → ℂ) : ℂ :=
  star ψ ⬝ᵥ (T.map Complex.ofReal *ᵥ ψ)
```

This is $\langle\psi,T\psi\rangle$. Here `star` is complex conjugation, `*ᵥ` applies a matrix to a vector, and `⬝ᵥ` is the sum of products without conjugation. `T.map Complex.ofReal` is the real matrix $T$ read as a complex one. Its diagonal holds the on-site energies. A real $T$ leaves out complex hopping phases such as those produced by a magnetic field.

```lean
/-- The state `ψ` has site density `ρ`: `|ψ i|² = ρ i` on every site. -/
def HasDensity (ψ : n → ℂ) (ρ : n → ℝ) : Prop := ∀ i, ‖ψ i‖ ^ 2 = ρ i
```

`HasDensity ψ ρ` is the statement $|\psi_i|^2=\rho_i$ for every site $i$. The density need not sum to one. If it does, $\psi$ is normalised and `expect T ψ` is the usual expectation value.

```lean
/-- The state whose amplitude on each site is the square root of the density. -/
def sqrtState (ρ : n → ℝ) : n → ℂ := fun i => ((√(ρ i) : ℝ) : ℂ)
```

This is the state $\sqrt\rho$, with amplitude $\sqrt{\rho_i}$ on site $i$. The nested type annotations say that the root is taken in the real numbers and the result is then regarded as complex.

```lean
/-- The explicit density functional `∑ i j, T i j √(ρ i) √(ρ j)`, for nonnegative `ρ`. -/
def functional (T : Matrix n n ℝ) (ρ : n → ℝ) : ℝ :=
  ∑ i, ∑ j, T i j * (√(ρ i) * √(ρ j))
```

The candidate for the minimum is

$$F(\rho)=\sum_{i,j}T_{ij}\sqrt{\rho_i}\sqrt{\rho_j}.$$

The sum runs over ordered pairs, so each bond appears twice and each diagonal entry once.

## The energy as a real sum over pairs

```lean
/-- The expectation value is a sum over pairs of sites. -/
theorem expect_eq_sum (T : Matrix n n ℝ) (ψ : n → ℂ) :
    expect T ψ = ∑ i, ∑ j, (T i j : ℂ) * (star (ψ i) * ψ j) := by
  simp only [expect, dotProduct, Matrix.mulVec, Finset.mul_sum, Pi.star_apply, Matrix.map_apply]
  refine Finset.sum_congr rfl fun i _ => Finset.sum_congr rfl fun j _ => ?_
  ring
```

In ordinary notation,

$$\langle\psi,T\psi\rangle=\sum_i\overline{\psi_i}\sum_jT_{ij}\psi_j=\sum_{i,j}T_{ij}\,\overline{\psi_i}\psi_j.$$

The proof unfolds the definitions and distributes the product over the inner sum; `ring` then reorders the factors in each term.

```lean
/-- For a symmetric hopping matrix the expectation value is real. -/
theorem expect_im {T : Matrix n n ℝ} (hS : T.IsSymm) (ψ : n → ℂ) : (expect T ψ).im = 0 := by
  rw [expect_eq_sum]
  simp only [Complex.im_sum, Complex.im_ofReal_mul]
  -- exchanging the two sites changes the sign of the sum
  have h : ∑ i, ∑ j, T i j * (star (ψ i) * ψ j).im
      = -∑ i, ∑ j, T i j * (star (ψ i) * ψ j).im := by
    calc ∑ i, ∑ j, T i j * (star (ψ i) * ψ j).im
        = ∑ i, ∑ j, T j i * (star (ψ j) * ψ i).im := Finset.sum_comm
      _ = -∑ i, ∑ j, T i j * (star (ψ i) * ψ j).im := by
        rw [← Finset.sum_neg_distrib]
        refine Finset.sum_congr rfl fun i _ => ?_
        rw [← Finset.sum_neg_distrib]
        refine Finset.sum_congr rfl fun j _ => ?_
        rw [hS.apply i j]
        simp only [Complex.mul_im, Complex.star_def, Complex.conj_re, Complex.conj_im]
        ring
  linarith
```

The hypothesis `T.IsSymm` is $T_{ij}=T_{ji}$. Let $S=\sum_{i,j}T_{ij}\operatorname{Im}(\overline{\psi_i}\psi_j)$ be the imaginary part of the energy. Exchange the names $i$ and $j$, then use the symmetry of $T$ and $\operatorname{Im}(\overline{\psi_j}\psi_i)=-\operatorname{Im}(\overline{\psi_i}\psi_j)$:

$$S=\sum_{i,j}T_{ji}\operatorname{Im}(\overline{\psi_j}\psi_i)=-S.$$

Hence $S=0$. In the code, `Finset.sum_comm` makes the exchange, `hS.apply i j` uses the symmetry, and `linarith` draws the conclusion from $S=-S$.

```lean
omit [Fintype n] in
/-- If the off-diagonal entries of `T` are nonpositive, each pair of sites contributes at least as
much to the real part of the energy of a state of density `ρ` as it does in the state `√ρ`. -/
theorem pair_bound {T : Matrix n n ℝ} (hT : ∀ i j, i ≠ j → T i j ≤ 0) {ψ : n → ℂ} {ρ : n → ℝ}
    (hψ : HasDensity ψ ρ) (i j : n) :
    T i j * (√(ρ i) * √(ρ j)) ≤ T i j * (star (ψ i) * ψ j).re := by
  rw [← hψ i, ← hψ j, Real.sqrt_sq (norm_nonneg _), Real.sqrt_sq (norm_nonneg _)]
  by_cases h : i = j
  · subst h
    have h1 : (star (ψ i) * ψ i).re = ‖ψ i‖ * ‖ψ i‖ := by
      rw [← sq, Complex.sq_norm, Complex.normSq_apply]
      simp only [Complex.mul_re, Complex.star_def, Complex.conj_re, Complex.conj_im]
      ring
    rw [h1]
  · refine mul_le_mul_of_nonpos_left ?_ (hT i j h)
    exact (Complex.re_le_norm _).trans_eq (by rw [norm_mul, norm_star])
```

The hypothesis `hT` says $T_{ij}\le0$ whenever $i\ne j$. Physically this is tight-binding hopping $-t_{ij}$ with $t_{ij}\ge0$, for which equal phases on two connected sites lower the energy. The claim for one pair is

$$T_{ij}\sqrt{\rho_i}\sqrt{\rho_j}\le T_{ij}\operatorname{Re}(\overline{\psi_i}\psi_j).$$

Since $\sqrt{\rho_i}=|\psi_i|$, there are two cases, which `by_cases` separates:

- For $i=j$, both sides equal $T_{ii}|\psi_i|^2$, whatever the sign of $T_{ii}$.
- For $i\neq j$, a real part is at most the modulus, so $\operatorname{Re}(\overline{\psi_i}\psi_j)\le|\psi_i||\psi_j|$. Multiplication by $T_{ij}\le0$ reverses the inequality. This is the step `mul_le_mul_of_nonpos_left`.

## The minimum at fixed density

```lean
/-- Constrained search for one particle: if `T` is symmetric with nonpositive off-diagonal
entries, the least expectation value among complex states of density `ρ` is
`∑ i j, T i j √(ρ i) √(ρ j)`, and the state `√ρ` attains it. -/
theorem constrained_search {T : Matrix n n ℝ} (hS : T.IsSymm) (hT : ∀ i j, i ≠ j → T i j ≤ 0)
    {ρ : n → ℝ} (hρ : ∀ i, 0 ≤ ρ i) :
    HasDensity (sqrtState ρ) ρ ∧ expect T (sqrtState ρ) = (functional T ρ : ℂ) ∧
      IsLeast (expect T '' {ψ | HasDensity ψ ρ}) (functional T ρ : ℂ) := by
  have h1 : HasDensity (sqrtState ρ) ρ := fun i => by
    rw [sqrtState, Complex.norm_real, Real.norm_eq_abs, sq_abs, Real.sq_sqrt (hρ i)]
  have h2 : expect T (sqrtState ρ) = (functional T ρ : ℂ) := by
    rw [expect_eq_sum]
    simp only [sqrtState, functional, Complex.star_def, Complex.conj_ofReal]
    push_cast
    rfl
  refine ⟨h1, h2, ⟨sqrtState ρ, h1, h2⟩, ?_⟩
  rintro _ ⟨ψ, hψ, rfl⟩
  rw [Complex.le_def, Complex.ofReal_re, Complex.ofReal_im, expect_im hS]
  refine ⟨?_, rfl⟩
  rw [expect_eq_sum]
  simp only [Complex.re_sum, Complex.re_ofReal_mul]
  exact Finset.sum_le_sum fun i _ => Finset.sum_le_sum fun j _ => pair_bound hT hψ i j
```

For symmetric $T$ with nonpositive off-diagonal entries and $\rho_i\ge0$, the theorem makes three statements, joined by `∧`: the state $\sqrt\rho$ has density $\rho$; its energy is $F(\rho)$; and $F(\rho)$ is the least element of the set of energies of all complex states with density $\rho$. That set is written `expect T '' {ψ | HasDensity ψ ρ}`, the image of the allowed states under the energy. `IsLeast` means that the value belongs to the set and is a lower bound for it, so this is an attained minimum.

The first two statements follow by substitution: $|\sqrt{\rho_i}|^2=\rho_i$, and in the sum over pairs $\overline{\psi_i}\psi_j$ becomes $\sqrt{\rho_i}\sqrt{\rho_j}$. They are `h1` and `h2`, and together they show that the value is attained. For the lower bound, take any $\psi$ with density $\rho$ and add up the pair bounds:

$$F(\rho)\le\sum_{i,j}T_{ij}\operatorname{Re}(\overline{\psi_i}\psi_j)=\operatorname{Re}\langle\psi,T\psi\rangle.$$

The order on the complex numbers also requires equal imaginary parts. `expect_im` supplies this, and it is here that the symmetry of $T$ enters.

## Which states reach the minimum

```lean
/-- If the off-diagonal entries of `T` are nonpositive, a state of density `ρ` reaches the value of
the functional exactly when `star (ψ i) * ψ j = √(ρ i) * √(ρ j)` for all `i`, `j` with `T i j ≠ 0`.
-/
theorem minimizer_iff {T : Matrix n n ℝ} (hT : ∀ i j, i ≠ j → T i j ≤ 0) {ψ : n → ℂ}
    {ρ : n → ℝ} (hψ : HasDensity ψ ρ) :
    expect T ψ = (functional T ρ : ℂ) ↔
      ∀ i j, T i j ≠ 0 → star (ψ i) * ψ j = ((√(ρ i) * √(ρ j) : ℝ) : ℂ) := by
  constructor
  · intro h i j hij
    have hre := congrArg Complex.re h
    rw [expect_eq_sum, Complex.ofReal_re] at hre
    simp only [Complex.re_sum, Complex.re_ofReal_mul] at hre
    -- equal sums of ordered terms have equal terms
    have hi := (Finset.sum_eq_sum_iff_of_le fun i _ =>
      Finset.sum_le_sum fun j _ => pair_bound hT hψ i j).1 hre.symm i (Finset.mem_univ i)
    have hj := (Finset.sum_eq_sum_iff_of_le fun j _ => pair_bound hT hψ i j).1 hi j
      (Finset.mem_univ j)
    have hr := mul_left_cancel₀ hij hj
    have hn : ‖star (ψ i) * ψ j‖ = √(ρ i) * √(ρ j) := by
      rw [norm_mul, norm_star, ← hψ i, ← hψ j, Real.sqrt_sq (norm_nonneg _),
        Real.sqrt_sq (norm_nonneg _)]
    -- a number whose real part is its modulus has no imaginary part
    have hq := Complex.sq_norm (star (ψ i) * ψ j)
    rw [Complex.normSq_apply, hn, hr] at hq
    have him : (star (ψ i) * ψ j).im = 0 := by
      apply mul_self_eq_zero.1
      linarith [sq (star (ψ i) * ψ j).re]
    exact Complex.ext (by rw [Complex.ofReal_re, hr]) (by rw [Complex.ofReal_im, him])
  · intro h
    rw [expect_eq_sum, functional, Complex.ofReal_sum]
    refine Finset.sum_congr rfl fun i _ => ?_
    rw [Complex.ofReal_sum]
    refine Finset.sum_congr rfl fun j _ => ?_
    by_cases hij : T i j = 0
    · simp [hij]
    · rw [h i j hij, ← Complex.ofReal_mul]
```

Let the off-diagonal entries of $T$ again be nonpositive. A state of density $\rho$ has energy $F(\rho)$ exactly when

$$\overline{\psi_i}\psi_j=\sqrt{\rho_i}\sqrt{\rho_j}\quad\text{for all }i,j\text{ with }T_{ij}\neq0.$$

For symmetric $T$, having this energy is the same as being a minimiser, by the previous theorem.

Suppose the energy is $F(\rho)$. Then the two sides of the pair bounds have equal sums. Terms that are ordered one by one and have equal sums must be equal one by one; the code applies `Finset.sum_eq_sum_iff_of_le` first to the sum over $i$, then to the sum over $j$. Where $T_{ij}\ne0$ it can be cancelled, which leaves $\operatorname{Re}z=\sqrt{\rho_i}\sqrt{\rho_j}$ for $z=\overline{\psi_i}\psi_j$. But $|z|$ has the same value, so $(\operatorname{Im}z)^2=|z|^2-(\operatorname{Re}z)^2=0$ and $z$ is the stated real number.

Conversely, if the condition holds, the two sums agree term by term, and pairs with $T_{ij}=0$ contribute nothing to either.

```lean
/-- Let the off-diagonal entries of `T` be nonpositive, let the density `ρ` be positive, and let
chains of nonzero entries of `T` lead from every site to every other. Then a state of density `ρ`
whose energy is the value of the functional equals `√ρ` up to a global phase. -/
theorem minimizer_unique {T : Matrix n n ℝ} (hT : ∀ i j, i ≠ j → T i j ≤ 0)
    (hconn : ∀ i j, Relation.ReflTransGen (fun a b => T a b ≠ 0) i j) {ψ : n → ℂ} {ρ : n → ℝ}
    (hρ : ∀ i, 0 < ρ i) (hψ : HasDensity ψ ρ) (hmin : expect T ψ = (functional T ρ : ℂ)) :
    ∃ c : ℂ, ‖c‖ = 1 ∧ ψ = c • sqrtState ρ := by
  rcases isEmpty_or_nonempty n with he | ⟨⟨k⟩⟩
  · exact ⟨1, norm_one, Subsingleton.elim _ _⟩
  have hpos : ∀ i, ((√(ρ i) : ℝ) : ℂ) ≠ 0 := fun i =>
    Complex.ofReal_ne_zero.2 (Real.sqrt_pos.2 (hρ i)).ne'
  -- the phase is read off at one site and carried along the bonds
  obtain ⟨c, hc⟩ : ∃ c : ℂ, c = ψ k / ((√(ρ k) : ℝ) : ℂ) := ⟨_, rfl⟩
  have hc1 : ‖c‖ = 1 := by
    rw [hc, norm_div, Complex.norm_real, Real.norm_eq_abs, abs_of_nonneg (Real.sqrt_nonneg _),
      ← hψ k, Real.sqrt_sq (norm_nonneg _)]
    refine div_self fun h0 => ?_
    have := hψ k
    rw [h0] at this
    linarith [hρ k]
  have hcc : c * star c = 1 := by
    rw [Complex.star_def, Complex.mul_conj, Complex.normSq_eq_norm_sq, hc1]
    norm_num
  refine ⟨c, hc1, funext fun j => ?_⟩
  change ψ j = c * ((√(ρ j) : ℝ) : ℂ)
  induction hconn k j with
  | refl => rw [hc, div_mul_cancel₀ _ (hpos k)]
  | @tail a b _ hab ih =>
    have h := (minimizer_iff hT hψ).1 hmin a b hab
    rw [ih, star_mul', Complex.star_def, Complex.conj_ofReal, Complex.ofReal_mul] at h
    rw [Complex.star_def] at hcc
    apply mul_left_cancel₀ (hpos a)
    linear_combination c * h - ((√(ρ a) : ℝ) : ℂ) * ψ b * hcc
```

Two further hypotheses appear: the density is positive on every site, and `hconn` says that any site can be reached from any other by a chain of nonzero entries of $T$. `Relation.ReflTransGen` is the Lean term for such a chain, of zero or more steps. The conclusion is $\psi=c\sqrt\rho$ with $|c|=1$, a single global phase.

By hand, choose a site $k$ and set $c=\psi_k/\sqrt{\rho_k}$, which has modulus one. Suppose $\psi_a=c\sqrt{\rho_a}$ is known and $T_{ab}\neq0$. The condition on this pair reads

$$\overline{c}\,\sqrt{\rho_a}\,\psi_b=\sqrt{\rho_a}\sqrt{\rho_b}.$$

Cancel $\sqrt{\rho_a}$ and multiply by $c$; since $c\overline c=1$, this gives $\psi_b=c\sqrt{\rho_b}$. The phase thus travels along the chain to every site. The `induction` follows this argument: `refl` is the starting site, `tail` is one more step, and `linear_combination` checks the algebra. A lattice with no sites is treated separately, with $c=1$.

## Convexity in the density

```lean
/-- For nonpositive off-diagonal entries the functional is convex on nonnegative densities. -/
theorem functional_convex {T : Matrix n n ℝ} (hT : ∀ i j, i ≠ j → T i j ≤ 0) :
    ConvexOn ℝ {ρ : n → ℝ | ∀ i, 0 ≤ ρ i} (functional T) := by
  have hset : Convex ℝ {ρ : n → ℝ | ∀ i, 0 ≤ ρ i} := fun x hx y hy a b ha hb _ i =>
    add_nonneg (mul_nonneg ha (hx i)) (mul_nonneg hb (hy i))
  refine ⟨hset, fun x hx y hy a b ha hb hab => ?_⟩
  have hz : ∀ i, 0 ≤ a * x i + b * y i := hset hx hy ha hb hab
  simp only [functional, smul_eq_mul, Finset.mul_sum, ← Finset.sum_add_distrib, Pi.add_apply,
    Pi.smul_apply]
  refine Finset.sum_le_sum fun i _ => Finset.sum_le_sum fun j _ => ?_
  by_cases h : i = j
  · subst h
    rw [Real.mul_self_sqrt (hz i), Real.mul_self_sqrt (hx i), Real.mul_self_sqrt (hy i)]
    exact le_of_eq (by ring)
  · -- Cauchy-Schwarz for the two mixed densities
    have key : (a * (√(x i) * √(x j)) + b * (√(y i) * √(y j))) ^ 2
        ≤ (a * √(x i) ^ 2 + b * √(y i) ^ 2) * (a * √(x j) ^ 2 + b * √(y j) ^ 2) := by
      nlinarith [mul_nonneg (mul_nonneg ha hb) (sq_nonneg (√(x i) * √(y j) - √(y i) * √(x j)))]
    rw [Real.sq_sqrt (hx i), Real.sq_sqrt (hx j), Real.sq_sqrt (hy i), Real.sq_sqrt (hy j)] at key
    have h2 := (le_abs_self _).trans (Real.abs_le_sqrt key)
    rw [Real.sqrt_mul (hz i)] at h2
    linarith [mul_le_mul_of_nonpos_left h2 (hT i j h)]
```

`ConvexOn` says that the nonnegative densities form a convex set and that, for $x,y$ in it and $a,b\ge0$ with $a+b=1$,

$$F(ax+by)\le aF(x)+bF(y).$$

Diagonal terms are linear in the density and give equality. For $i\ne j$, the inequality needed is

$$a\sqrt{x_ix_j}+b\sqrt{y_iy_j}\le\sqrt{(ax_i+by_i)(ax_j+by_j)}.$$

The square of the right side minus the square of the left is

$$ab\left(\sqrt{x_iy_j}-\sqrt{y_ix_j}\right)^2\ge0.$$

This is the Cauchy-Schwarz inequality for two-component vectors. The code calls the squared form `key`, and `nlinarith` proves it from the nonnegative term above. Taking roots, multiplying by $T_{ij}\le0$ and summing over pairs completes the proof.

## Two sites with a positive hopping entry

```lean
/-- On two sites with zero diagonal entries and off-diagonal entries `+1`, the state with amplitudes
`s` and `-s`, where `s ^ 2 = 1 / 2`, has density `1/2` on each site and energy `-1`, while the
functional has the value `1` at this density. -/
theorem positive_hopping_counterexample (s : ℝ) (hs : s ^ 2 = 1 / 2) :
    HasDensity ![(s : ℂ), -(s : ℂ)] (fun _ => 1 / 2) ∧
      expect !![0, 1; 1, 0] ![(s : ℂ), -(s : ℂ)] = -1 ∧
      functional !![0, 1; 1, 0] (fun _ => 1 / 2) = 1 := by
  have hc : (s : ℂ) ^ 2 = 1 / 2 := by
    rw [← Complex.ofReal_pow, hs]
    norm_num
  have hh : √(1 / 2 : ℝ) * √(1 / 2 : ℝ) = 1 / 2 := Real.mul_self_sqrt (by norm_num)
  refine ⟨fun i => ?_, ?_, ?_⟩
  · fin_cases i <;> simpa using hs
  · rw [expect_eq_sum]
    simp [Fin.sum_univ_two]
    linear_combination (-2) * hc
  · simp only [functional, Fin.sum_univ_two, hh]
    norm_num

end

end LatticeLevyLieb
```

The notation `!![0, 1; 1, 0]` is the matrix with rows $(0,1)$ and $(1,0)$, and `![(s : ℂ), -(s : ℂ)]` is the vector $(s,-s)$. With $s^2=1/2$ this is a normalised state of density $1/2$ on each site. Its energy is $2\cdot s\cdot(-s)=-1$, whereas

$$F(\rho)=2\sqrt{\tfrac12}\sqrt{\tfrac12}=1.$$

The matrix is symmetric, so only the sign condition fails, and the formula no longer gives the minimum. A positive hopping entry favours opposite phases on the two sites, which $\sqrt\rho$ does not have. In the proof, `fin_cases` checks the density site by site, and the two energies follow by writing out the sums over two sites.

```lean
#print axioms LatticeLevyLieb.constrained_search
-- 'LatticeLevyLieb.constrained_search' depends on axioms: [propext, Classical.choice, Quot.sound]
#print axioms LatticeLevyLieb.minimizer_unique
-- 'LatticeLevyLieb.minimizer_unique' depends on axioms: [propext, Classical.choice, Quot.sound]
#print axioms LatticeLevyLieb.functional_convex
-- 'LatticeLevyLieb.functional_convex' depends on axioms: [propext, Classical.choice, Quot.sound]
#print axioms LatticeLevyLieb.positive_hopping_counterexample
-- 'LatticeLevyLieb.positive_hopping_counterexample' depends on axioms: [propext, Classical.choice, Quot.sound]
```
